# For Two or More Phonon Modes, One Configuration on the Displacement Ellipsoid Gives the Sign Average of a Given Continuous Observable

Take two vibrational modes with displacements \(x_1, x_2\) and root-mean-square widths \(\sigma_1, \sigma_2 > 0\). The four configurations \((\pm\sigma_1, \pm\sigma_2)\) lie on the ellipse
\[
\frac{x_1^2}{\sigma_1^2} + \frac{x_2^2}{\sigma_2^2} = 2 .
\]
Let \(O\) be a real quantity, such as a band gap, that varies continuously along this ellipse. The average of its four values lies between the smallest and the largest of them. A walk along the ellipse from the configuration with the smallest value to the one with the largest must therefore pass a point where \(O\) equals the average. For \(O = x_1 x_2\) the four values are \(\sigma_1\sigma_2\) twice and \(-\sigma_1\sigma_2\) twice. Their average is 0, and the point \((\sqrt2\,\sigma_1, 0)\) has that value.

## Thermal displacements and sign patterns

In an adiabatic treatment, the effect of lattice vibrations on a band gap can be estimated by averaging the gap over nuclear displacements, and each displaced supercell costs an electronic-structure calculation. Special displacement methods try to let one supercell stand for many. The problems below ask when a single configuration can carry the average over all sign choices, for a finite number of modes and one observable at a time.

For a harmonic mode of angular frequency \(\omega_v\) at temperature \(T\), in mass-weighted normal coordinates,
\[
\sigma_v^2 = \frac{\hbar}{2\omega_v}\coth\frac{\hbar\omega_v}{2k_BT}.
\]
A positive finite width thus stands for a stable mode of nonzero frequency; uniform translations are left out.

The hypotheses below do not justify replacing the Gaussian thermal average of the harmonic model by the sign average. The two agree for polynomials of degree at most two, but \(x_v^4\) has Gaussian average \(3\sigma_v^4\) and sign average \(\sigma_v^4\). This comparison is ordinary Gaussian algebra and is not part of the checked results.

In Lean the modes form a finite type `ι`, and \(N\) is `Fintype.card ι`. A configuration is a function `ι → ℝ`. An observable is a real function of the configuration, not a quantum operator.

```lean
import Mathlib

open Finset

namespace SpecialDisplacement

noncomputable section

variable {ι : Type*} [Fintype ι]
```

The set called `shell` is the ellipsoid \(\sum_v x_v^2/\sigma_v^2 = N\). Despite its name, it is not in general a surface of constant energy. In the classical limit, where \(\sigma_v^2 = k_BT/\omega_v^2\), it becomes the surface on which the harmonic potential energy is \(Nk_BT/2\).

```lean
/-- The thermal shell of configurations with `∑ x_v² / σ_v² = N`, where `N` is the number of
modes; it is meant for nonzero widths `σ_v`. -/
def shell (σ : ι → ℝ) : Set (ι → ℝ) :=
  {x | ∑ v, x v ^ 2 / σ v ^ 2 = (Fintype.card ι : ℝ)}
```

A sign pattern assigns \(s_v = \pm1\) to each mode. Lean stores it as a Boolean function, with `true` for plus. The corresponding configuration \(x^s\) has components \(x^s_v = s_v\sigma_v\).

```lean
/-- The sign configuration that displaces each mode by `+σ_v` or `-σ_v`, according to the
sign pattern `s`. -/
def signConfig (σ : ι → ℝ) (s : ι → Bool) : ι → ℝ :=
  fun v => if s v then σ v else -σ v
```

The sign average gives all patterns equal weight:
\[
\langle O\rangle_\pm = \frac{1}{2^N}\sum_s O(x^s).
\]

```lean
/-- The average of an observable over all `2^N` sign configurations. -/
def signAverage [DecidableEq ι] (σ : ι → ℝ) (O : (ι → ℝ) → ℝ) : ℝ :=
  (∑ s : ι → Bool, O (signConfig σ s)) / 2 ^ Fintype.card ι
```

## (a) The squared displacement of one mode

**Task.** Show that for every pattern \(s\) and every mode \(v\),
\[
(x^s_v)^2 = \sigma_v^2 .
\]

**Solution.** Since \(s_v\) is either \(+1\) or \(-1\), we have \((s_v\sigma_v)^2 = s_v^2\sigma_v^2 = \sigma_v^2\). The sign of \(\sigma_v\) plays no role, so the Lean statement has no positivity hypothesis. Its proof treats the two Boolean values separately.

```lean
omit [Fintype ι] in
/-- In every sign configuration the squared displacement of a mode is its squared width. -/
theorem signConfig_sq (σ : ι → ℝ) (s : ι → Bool) (v : ι) :
    signConfig σ s v ^ 2 = σ v ^ 2 := by
  cases h : s v <;> simp [signConfig, h]
```

## (b) Where the sign configurations lie

**Task.** For positive widths, show that every sign configuration satisfies
\[
\sum_v \frac{(x^s_v)^2}{\sigma_v^2} = N .
\]

**Solution.** By (a), each term is \(\sigma_v^2/\sigma_v^2 = 1\), and there are \(N\) terms. In Lean, `h` records that each term is one, and the simplifier then counts the modes. Positivity enters only through \(\sigma_v^2 \neq 0\), which permits the division.

```lean
/-- For positive widths, every sign configuration lies on the thermal shell. -/
theorem signConfig_mem_shell {σ : ι → ℝ} (hσ : ∀ v, 0 < σ v) (s : ι → Bool) :
    signConfig σ s ∈ shell σ := by
  have h : ∀ v, signConfig σ s v ^ 2 / σ v ^ 2 = 1 := fun v => by
    rw [signConfig_sq, div_self (pow_ne_zero 2 (hσ v).ne')]
  show ∑ v, signConfig σ s v ^ 2 / σ v ^ 2 = (Fintype.card ι : ℝ)
  simp only [h]
  simp
```

## (c) The ellipsoid in one piece

**Task.** Let \(N \ge 2\) and let all widths be positive. Show that the shell is the image of a sphere,
\[
\Bigl\{x : \sum_v \frac{x_v^2}{\sigma_v^2} = N\Bigr\}
= \Bigl\{(\sigma_v y_v)_v : \sum_v y_v^2 = N\Bigr\},
\]
and deduce that it is connected.

**Solution.** If \(x\) is on the shell, put \(y_v = x_v/\sigma_v\). Then \(\sum_v y_v^2 = N\) and \(x_v = \sigma_v y_v\). Conversely, if \(\sum_v y_v^2 = N\), then \(\sum_v (\sigma_v y_v)^2/\sigma_v^2 = N\).

It remains to connect two points \(a, b\) of the sphere of radius \(\sqrt N\). If \(b \neq -a\), the segment \(y(t) = (1-t)a + tb\), with \(0 \le t \le 1\), never meets the origin: \((1-t)a = -tb\) would give \(1-t = t\) on taking lengths, and hence \(a = -b\). The rescaled path \(\sqrt N\,y(t)/|y(t)|\) therefore stays on the sphere and joins \(a\) to \(b\). If \(b = -a\), go through a third point \(c \neq \pm a\), which exists because \(N \ge 2\). Multiplying each component by \(\sigma_v\) is continuous and carries these paths to the shell.

In the Lean proof, `himage` is the displayed equality, with one branch for each inclusion. Mathlib supplies the connectedness of a sphere in a space of dimension greater than one, which is the content of `hrank`, and a continuous image preserves it. The conclusion `IsPreconnected` says that the set does not split into separate pieces, without saying that it is nonempty; part (b) supplies points on it.

```lean
/-- For at least two modes with positive widths, the thermal shell is preconnected: it does not
split into separate pieces. -/
theorem shell_isPreconnected {σ : ι → ℝ} (hN : 2 ≤ Fintype.card ι) (hσ : ∀ v, 0 < σ v) :
    IsPreconnected (shell σ) := by
  have hrank : 1 < Module.rank ℝ (EuclideanSpace ℝ ι) := by
    rw [← Module.finrank_eq_rank, finrank_euclideanSpace]
    exact_mod_cast (show 1 < Fintype.card ι from hN)
  -- the shell is a sphere of radius √N, stretched by the width of each mode
  have himage : shell σ = (fun (y : EuclideanSpace ℝ ι) (v : ι) => σ v * y.ofLp v) ''
      Metric.sphere 0 (√(Fintype.card ι : ℝ)) := by
    ext x
    constructor
    · intro hx
      have hx' : ∑ v, x v ^ 2 / σ v ^ 2 = (Fintype.card ι : ℝ) := hx
      refine ⟨WithLp.toLp 2 (fun v => x v / σ v), ?_, ?_⟩
      · rw [mem_sphere_zero_iff_norm, EuclideanSpace.norm_eq, ← hx']
        congr 1
        refine Finset.sum_congr rfl fun v _ => ?_
        rw [Real.norm_eq_abs, sq_abs, div_pow]
      · funext v
        have hv := (hσ v).ne'
        show σ v * (x v / σ v) = x v
        field_simp
    · rintro ⟨y, hy, rfl⟩
      rw [mem_sphere_zero_iff_norm, EuclideanSpace.norm_eq] at hy
      have h2 := (Real.sqrt_inj (by positivity) (by positivity)).1 hy
      show ∑ v, (σ v * y.ofLp v) ^ 2 / σ v ^ 2 = (Fintype.card ι : ℝ)
      rw [← h2]
      refine Finset.sum_congr rfl fun v _ => ?_
      have hv := (hσ v).ne'
      rw [Real.norm_eq_abs, sq_abs]
      field_simp
  rw [himage]
  exact (isPreconnected_sphere hrank 0 _).image _
    (Continuous.continuousOn (by fun_prop))
```

## (d) Weighted averages on the shell

**Task.** Keep \(N \ge 2\) and positive widths, and let \(O\) be continuous on the shell. Take finitely many shell configurations \(p_k\) with weights \(w_k \ge 0\) and \(\sum_k w_k = 1\). Show that some \(x\) on the shell satisfies
\[
O(x) = \sum_k w_k\,O(p_k).
\]

**Solution.** Let \(m\) and \(M\) be the smallest and largest of the values \(O(p_k)\). Because the weights are nonnegative and sum to one,
\[
m = \sum_k w_k m \le \sum_k w_k O(p_k) \le \sum_k w_k M = M .
\]
By (c), the values of \(O\) on the shell form a connected set of real numbers, that is, an interval. It contains \(m\) and \(M\), hence everything between them, including the weighted average. That number is therefore \(O(x)\) for some \(x\) on the shell.

Lean expresses the interval property as convexity in `hconv`. The lemma `sum_mem` then places the weighted sum in the image of the shell, and membership in that image provides `x`. The hypothesis `ContinuousOn O (shell σ)` asks nothing of \(O\) elsewhere.

```lean
/-- For at least two modes with positive widths, and an observable continuous on the thermal
shell, any weighted average over finitely many shell configurations, with nonnegative weights
of sum one, is the value of the observable at a single shell configuration. -/
theorem exists_config_eq_weighted_average {κ : Type*} [Fintype κ] {σ : ι → ℝ}
    (hN : 2 ≤ Fintype.card ι) (hσ : ∀ v, 0 < σ v)
    {O : (ι → ℝ) → ℝ} (hO : ContinuousOn O (shell σ))
    (w : κ → ℝ) (hw : ∀ k, 0 ≤ w k) (hw1 : ∑ k, w k = 1)
    (p : κ → ι → ℝ) (hp : ∀ k, p k ∈ shell σ) :
    ∃ x ∈ shell σ, O x = ∑ k, w k * O (p k) := by
  -- the values taken on the connected shell form an interval, which is convex
  have hconv : Convex ℝ (O '' shell σ) :=
    Real.convex_iff_isPreconnected.2 ((shell_isPreconnected hN hσ).image O hO)
  obtain ⟨x, hx, h⟩ := hconv.sum_mem (t := Finset.univ) (w := w) (z := fun k => O (p k))
    (fun k _ => hw k) hw1 (fun k _ => Set.mem_image_of_mem O (hp k))
  exact ⟨x, hx, by simpa only [smul_eq_mul] using h⟩
```

## (e) The sign average from one configuration

**Task.** Under the same conditions on \(N\), the widths and \(O\), show that some \(x\) on the shell satisfies
\[
O(x) = \langle O\rangle_\pm .
\]

**Solution.** There are \(2^N\) sign patterns. Give each the weight \(w_s = 2^{-N}\). The weights are positive and sum to \(2^N \cdot 2^{-N} = 1\), and by (b) all the configurations \(x^s\) lie on the shell. Part (d) gives
\[
O(x) = \sum_s 2^{-N} O(x^s) = \langle O\rangle_\pm .
\]
In Lean, `hw1` is the sum of the weights, and the last lines take the division by \(2^N\) in the sign average inside the sum and compare the two sums term by term.

```lean
variable [DecidableEq ι]

/-- For at least two modes with positive widths, and an observable continuous on the thermal
shell, a single configuration on the shell reproduces the average of the observable over all
`2^N` sign configurations. -/
theorem exists_config_eq_signAverage {σ : ι → ℝ}
    (hN : 2 ≤ Fintype.card ι) (hσ : ∀ v, 0 < σ v)
    {O : (ι → ℝ) → ℝ} (hO : ContinuousOn O (shell σ)) :
    ∃ x ∈ shell σ, O x = signAverage σ O := by
  -- the 2^N equal weights add up to one
  have hw1 : ∑ _s : ι → Bool, (1 / 2 ^ Fintype.card ι : ℝ) = 1 := by
    rw [Finset.sum_const, Finset.card_univ, Fintype.card_fun, Fintype.card_bool, nsmul_eq_mul]
    push_cast
    field_simp
  obtain ⟨x, hx, h⟩ := exists_config_eq_weighted_average hN hσ hO
    (fun _ : ι → Bool => (1 / 2 ^ Fintype.card ι : ℝ)) (fun _ => by positivity) hw1
    (signConfig σ) (signConfig_mem_shell hσ)
  refine ⟨x, hx, ?_⟩
  rw [h, signAverage, Finset.sum_div]
  refine Finset.sum_congr rfl fun s _ => ?_
  ring
```

The theorem says that \(x\) exists but does not locate it. Nor need \(x\) be a sign configuration: its amplitudes \(|x_v|\) may differ from \(\sigma_v\). The usual special displacement keeps \(|x_v| = \sigma_v\), chooses the signs, and relies on cancellation among many modes.

In a supercell calculation of a band gap, the walk along the shell looks like this. Choose a pattern \(s\) whose gap is at or below the average and a pattern \(s'\) whose gap is at or above it, and suppose that they differ in \(d\) modes with \(0 < d < N\). The path from (c) is
\[
x_v(t) =
\begin{cases}
c(t)\,s_v\sigma_v, & s_v = s'_v,\\
(1-2t)\,c(t)\,s_v\sigma_v, & s_v \neq s'_v,
\end{cases}
\qquad
c(t) = \sqrt{\frac{N}{N-d+d(1-2t)^2}} .
\]
The phonon eigenvectors, the atomic masses and the equilibrium positions turn \(x(t)\) into atomic positions, and each value of \(t\) costs one gap calculation. If the gap is continuous along the path, bisection in \(t\) closes in on a suitable configuration. The average must already be known, so this search does not save the original sampling.

## (f) The average of one displacement

**Task.** Show that for every mode \(v\),
\[
\langle x_v\rangle_\pm = 0 .
\]

**Solution.** Reversing all signs, \(s \mapsto -s\), permutes the patterns and changes \(x^s_v\) into \(-x^s_v\). Hence
\[
\sum_s x^s_v = \sum_s x^{-s}_v = -\sum_s x^s_v ,
\]
so the sum vanishes, and with it the average. The Lean proof uses the same reversal, written as Boolean negation in every mode; it is a permutation because applying it twice restores the pattern.

```lean
/-- The displacement of each mode averages to zero over the sign configurations. -/
theorem signAverage_coord (σ : ι → ℝ) (v : ι) : signAverage σ (fun y => y v) = 0 := by
  -- reversing all signs permutes the configurations and flips the displacement
  have h : ∑ s : ι → Bool, signConfig σ s v = ∑ s : ι → Bool, -signConfig σ s v := by
    refine Fintype.sum_equiv (Function.Involutive.toPerm
      (fun (s : ι → Bool) u => !s u) (fun s => by funext u; simp)) _ _ fun s => ?_
    show signConfig σ s v = -signConfig σ (fun u => !s u) v
    cases hs : s v <;> simp [signConfig, hs]
  rw [Finset.sum_neg_distrib] at h
  have h0 : ∑ s : ι → Bool, signConfig σ s v = 0 := by linarith
  show (∑ s : ι → Bool, signConfig σ s v) / 2 ^ Fintype.card ι = 0
  rw [h0, zero_div]
```

## (g) Two observables at once

**Task.** Let \(\sigma_v > 0\) for one chosen mode \(v\). Show that no configuration \(x\), on the shell or off it, satisfies both
\[
x_v = \langle x_v\rangle_\pm
\quad\text{and}\quad
x_v^2 = \langle x_v^2\rangle_\pm .
\]

**Solution.** By (f), the first equation forces \(x_v = 0\). By (a), every term in the second average is \(\sigma_v^2\), so \(\langle x_v^2\rangle_\pm = \sigma_v^2\). The second equation would then read \(0 = \sigma_v^2\), contrary to \(\sigma_v > 0\). Lean computes the second average in `hsq` and reaches the same contradiction.

The configuration in (e) must therefore be allowed to depend on the observable. In an absorption spectrum, for example, the absorption at each photon energy is a separate observable. Where line broadening makes it continuous on the shell, (e) applies, and it may supply a different configuration for each energy.

```lean
/-- No configuration, on the shell or off it, reproduces the sign averages of both the
displacement and the squared displacement of a mode with positive width. -/
theorem no_common_config {σ : ι → ℝ} (v : ι) (hσ : 0 < σ v) :
    ¬ ∃ x : ι → ℝ, x v = signAverage σ (fun y => y v) ∧
      x v ^ 2 = signAverage σ (fun y => y v ^ 2) := by
  rintro ⟨x, h1, h2⟩
  have hsq : signAverage σ (fun y => y v ^ 2) = σ v ^ 2 := by
    simp only [signAverage, signConfig_sq, Finset.sum_const, Finset.card_univ,
      Fintype.card_fun, Fintype.card_bool, nsmul_eq_mul, Nat.cast_pow, Nat.cast_ofNat]
    field_simp
  rw [signAverage_coord] at h1
  rw [hsq, h1] at h2
  have hpos : 0 < σ v ^ 2 := by positivity
  linarith
```

## (h) A single mode

**Task.** Let there be one mode, labelled 0 as in Lean's `Fin 1`, with \(\sigma_0 > 0\). Show that
\[
x \text{ is on the shell} \iff x_0 = \sigma_0 \ \text{or}\ x_0 = -\sigma_0 ,
\]
and that no such \(x\) has \(x_0 = \langle x_0\rangle_\pm\).

**Solution.** The shell equation is \(x_0^2/\sigma_0^2 = 1\), or \(x_0^2 = \sigma_0^2\), whose solutions are \(\pm\sigma_0\). By (f) the average is 0, which neither solution equals. The condition \(N \ge 2\) in (e) therefore cannot be weakened to \(N \ge 1\): the shell of one mode is two separate points, with no path between them.

The Lean statement joins the two claims. It proves the description of the shell first, as `hshell`, and then rules out each of the two points.

```lean
/-- For a single mode of positive width the shell consists of the two displacements `±σ`, and
no configuration on it reproduces the sign average of the displacement. -/
theorem one_mode_fails {σ : Fin 1 → ℝ} (hσ : 0 < σ 0) :
    (∀ x, x ∈ shell σ ↔ x 0 = σ 0 ∨ x 0 = -σ 0) ∧
      ¬ ∃ x ∈ shell σ, x 0 = signAverage σ (fun y => y 0) := by
  have hshell : ∀ x, x ∈ shell σ ↔ x 0 = σ 0 ∨ x 0 = -σ 0 := by
    intro x
    show ∑ v, x v ^ 2 / σ v ^ 2 = (Fintype.card (Fin 1) : ℝ) ↔ _
    simp only [Finset.univ_unique, Fin.default_eq_zero, Finset.sum_singleton,
      Fintype.card_fin, Nat.cast_one]
    rw [div_eq_one_iff_eq (pow_ne_zero 2 hσ.ne'), sq_eq_sq_iff_eq_or_eq_neg]
  refine ⟨hshell, ?_⟩
  rintro ⟨x, hx, h⟩
  rw [signAverage_coord] at h
  rcases (hshell x).1 hx with h' | h' <;> linarith

end

end SpecialDisplacement
```

```lean
#print axioms SpecialDisplacement.exists_config_eq_signAverage
#print axioms SpecialDisplacement.no_common_config
#print axioms SpecialDisplacement.one_mode_fails
```

```
'SpecialDisplacement.exists_config_eq_signAverage' depends on axioms: [propext, Classical.choice, Quot.sound]
'SpecialDisplacement.no_common_config' depends on axioms: [propext, Classical.choice, Quot.sound]
'SpecialDisplacement.one_mode_fails' depends on axioms: [propext, Classical.choice, Quot.sound]
```
